# Filters that recover the grid values of low-degree polynomials from their scaling coefficients

Take the hat function $h(x)=\max(0,1-|x|)$ and average $y^2$ with it around an integer $j$. Since $\int h=1$, $\int x\,h=0$ and $\int x^2h=1/6$,

$$\int h(x)\,(x+j)^2\,dx=j^2+\tfrac16 .$$

The average misses the point value $j^2$ by the second moment of $h$. Now combine the averages at $j-1$, $j$, $j+1$ with weights $-\tfrac1{12},\tfrac76,-\tfrac1{12}$. The weights sum to 1, so the offset $\tfrac16$ survives, but they also have second moment $-\tfrac16$:

$$-\tfrac1{12}\big[(j-1)^2+(j+1)^2\big]+\tfrac76\,j^2+\tfrac16=j^2-\tfrac16+\tfrac16=j^2 .$$

The moments of the filter cancel those of the function. The same cancellation works for any continuous, compactly supported $\varphi$ and all polynomials of degree below $m$, provided that the two sets of moments satisfy $m$ conditions.

Some wavelet-based electronic-structure methods use such a filter to pass from overlaps with scaling functions to approximate grid values, on which a local potential acts by multiplication; what is proved here is exactness for polynomials in one dimension on a grid of unit spacing.

```lean
import Mathlib

open MeasureTheory Polynomial

namespace WaveletPointValues

noncomputable section
```

## Moments, coefficients and the matching conditions

The continuous moments of $\varphi:\mathbb R\to\mathbb R$ are $M_q=\int x^q\varphi(x)\,dx$.

```lean
/-- The continuous moment `M_q` of a scaling function. -/
def moment (φ : ℝ → ℝ) (q : ℕ) : ℝ := ∫ x, x ^ q * φ x
```

A filter consists of a finite set $S$ of integer taps and real weights $w_k$. Its discrete moments are $u_q=\sum_{k\in S}w_k k^q$, with $0^0=1$. In Lean `w` is defined on all integers, but only its values on `S` enter.

```lean
/-- The discrete moment `u_q` of a filter with taps `S` and weights `w`. -/
def filterMoment (S : Finset ℤ) (w : ℤ → ℝ) (q : ℕ) : ℝ :=
  ∑ k ∈ S, w k * (k : ℝ) ^ q
```

The scaling coefficient of a function $f$ at grid point $n$ is
$$s_n[f]=\int\varphi(x)\,f(x+n)\,dx .$$

```lean
/-- The scaling coefficient of `f` at the grid point `n`. -/
def scalingCoeff (φ f : ℝ → ℝ) (n : ℤ) : ℝ := ∫ x, φ x * f (x + (n : ℝ))
```

The matching conditions of order $m$ are
$$\sum_{q=0}^{p}\binom pq M_q\,u_{p-q}=\delta_{p0}\qquad\text{for all }p<m .$$
The first one reads $M_0u_0=1$, so $\varphi$ need not have unit integral: the weights absorb the normalisation. For $m=0$ nothing is required.

```lean
/-- The moment conditions of order `m` linking a scaling function and a filter. -/
def MomentMatched (φ : ℝ → ℝ) (S : Finset ℤ) (w : ℤ → ℝ) (m : ℕ) : Prop :=
  ∀ p < m, ∑ q ∈ Finset.range (p + 1),
    (p.choose q : ℝ) * moment φ q * filterMoment S w (p - q) = if p = 0 then 1 else 0
```

Substituting $y=x+n$ gives $s_n[f]=\int\varphi(y-n)f(y)\,dy$, the overlap of $f$ with the translate of $\varphi$ by $n$. In Lean this is the translation invariance of the integral. If the translates are orthonormal, these overlaps are also the expansion coefficients of a function in their span. Neither orthonormality nor a refinement equation is assumed anywhere; "scaling function" names only the role that $\varphi$ plays.

```lean
/-- The scaling coefficient at `n` is the overlap of `f` with the scaling function
translated to `n`. -/
theorem scalingCoeff_eq_overlap (φ f : ℝ → ℝ) (n : ℤ) :
    scalingCoeff φ f n = ∫ y, φ (y - (n : ℝ)) * f y := by
  have h := integral_add_right_eq_self (μ := volume)
    (fun y : ℝ => φ (y - (n : ℝ)) * f y) (n : ℝ)
  simpa [scalingCoeff] using h
```

## From monomials to all polynomials of degree below $m$

For $f(y)=y^p$, expand the binomial under the integral:
$$s_k[y^p]=\int\varphi(x)(x+k)^p\,dx=\sum_{q=0}^p\binom pq k^{p-q}M_q .$$
Multiplying by $w_k$ and summing over the taps turns the powers of $k$ into discrete moments:
$$\sum_{k\in S}w_k\,s_k[y^p]=\sum_{q=0}^p\binom pq M_q\,u_{p-q}.$$
This is the left side of the $p$-th matching condition. In the proof, `key` is the first display, and exchanging the two finite sums gives the second. Throughout this section $\varphi$ is assumed continuous with compact support. This makes every $x^q\varphi(x)$ integrable and permits integrating term by term.

```lean
/-- Filtering the scaling coefficients of the monomial `y ^ p` gives the binomial
combination of continuous and discrete moments. -/
theorem filter_monomial {φ : ℝ → ℝ} (hφ : Continuous φ) (hc : HasCompactSupport φ)
    (S : Finset ℤ) (w : ℤ → ℝ) (p : ℕ) :
    ∑ k ∈ S, w k * scalingCoeff φ (fun y => y ^ p) k =
      ∑ q ∈ Finset.range (p + 1),
        (p.choose q : ℝ) * moment φ q * filterMoment S w (p - q) := by
  have hI : ∀ q : ℕ, Integrable (fun x : ℝ => x ^ q * φ x) := fun q =>
    ((continuous_pow q).mul hφ).integrable_of_hasCompactSupport hc.mul_left
  -- binomial expansion under the integral
  have key : ∀ k : ℤ, scalingCoeff φ (fun y => y ^ p) k =
      ∑ q ∈ Finset.range (p + 1), ((p.choose q : ℝ) * (k : ℝ) ^ (p - q)) * moment φ q := by
    intro k
    have h : ∀ x : ℝ, φ x * (x + (k : ℝ)) ^ p = ∑ q ∈ Finset.range (p + 1),
        ((p.choose q : ℝ) * (k : ℝ) ^ (p - q)) * (x ^ q * φ x) := by
      intro x
      rw [add_pow, Finset.mul_sum]
      exact Finset.sum_congr rfl fun q _ => by ring
    unfold scalingCoeff
    simp_rw [h]
    rw [integral_finsetSum _ (fun q _ => (hI q).const_mul _)]
    exact Finset.sum_congr rfl fun q _ => integral_const_mul _ _
  simp_rw [key, filterMoment, Finset.mul_sum]
  rw [Finset.sum_comm]
  exact Finset.sum_congr rfl fun q _ => Finset.sum_congr rfl fun k _ => by ring
```

Now let $P$ be a real polynomial of degree below $m$ and $j$ an integer. Re-centre it at $j$:
$$Q(y)=P(y+j)=\sum_{p<m}c_p\,y^p .$$
Then $P(x+j+k)=Q(x+k)$, so $s_{j+k}[P]=\sum_{p<m}c_p\,s_k[y^p]$. Filtering and applying the matching conditions gives
$$\sum_{k\in S}w_k\,s_{j+k}[P]=\sum_{p<m}c_p\,\delta_{p0}=c_0=Q(0)=P(j).$$
For $m=0$ the only admissible $P$ is zero, and both sides vanish.

The theorem states this identity with the tap added to the grid point, `j + k`, which fixes the orientation of the filter. In the proof $Q$ is `taylor (j : ℝ) P`, and `key` is the expansion of $s_{j+k}[P]$. The last lines write $P(j)=Q(0)=\sum_{p<m} c_p0^p$ and compare the two sums term by term, since $0^p=\delta_{p0}$. The zero polynomial is treated separately because the proof passes from `degree` to `natDegree`.

```lean
/-- Under the moment conditions of order `m`, filtering the scaling coefficients of a
polynomial of degree below `m` returns its value at every grid point. -/
theorem filter_recovers_point_values {φ : ℝ → ℝ} (hφ : Continuous φ)
    (hc : HasCompactSupport φ) {S : Finset ℤ} {w : ℤ → ℝ} {m : ℕ}
    (hw : MomentMatched φ S w m) (P : ℝ[X]) (hP : P.degree < m) (j : ℤ) :
    ∑ k ∈ S, w k * scalingCoeff φ (fun y => P.eval y) (j + k) = P.eval (j : ℝ) := by
  by_cases h0 : P = 0
  · simp [h0, scalingCoeff]
  -- re-centre the polynomial at the grid point `j`
  obtain ⟨Q, hQ⟩ : ∃ Q : ℝ[X], Q = taylor (j : ℝ) P := ⟨_, rfl⟩
  have hdeg : Q.natDegree < m := by
    rw [hQ, natDegree_taylor]
    exact (natDegree_lt_iff_degree_lt h0).2 hP
  have hev : ∀ y : ℝ, Q.eval y = P.eval (y + (j : ℝ)) := fun y => by
    rw [hQ, taylor_eval]
  have key : ∀ k : ℤ, scalingCoeff φ (fun y => P.eval y) (j + k) =
      ∑ p ∈ Finset.range m, Q.coeff p * scalingCoeff φ (fun y => y ^ p) k := by
    intro k
    have h : ∀ x : ℝ, φ x * P.eval (x + ((j + k : ℤ) : ℝ)) =
        ∑ p ∈ Finset.range m, Q.coeff p * (φ x * (x + (k : ℝ)) ^ p) := by
      intro x
      have e : x + ((j + k : ℤ) : ℝ) = x + (k : ℝ) + (j : ℝ) := by push_cast; ring
      rw [e, ← hev, eval_eq_sum_range' hdeg, Finset.mul_sum]
      exact Finset.sum_congr rfl fun p _ => by ring
    have hI : ∀ p : ℕ, Integrable (fun x : ℝ => φ x * (x + (k : ℝ)) ^ p) := fun p =>
      (hφ.mul ((continuous_id.add continuous_const).pow p)).integrable_of_hasCompactSupport
        hc.mul_right
    unfold scalingCoeff
    rw [integral_congr_ae (Filter.Eventually.of_forall h),
      integral_finsetSum _ (fun p _ => (hI p).const_mul _)]
    exact Finset.sum_congr rfl fun p _ => integral_const_mul _ _
  simp_rw [key, Finset.mul_sum]
  rw [Finset.sum_comm, ← zero_add (j : ℝ), ← hev, eval_eq_sum_range' hdeg]
  -- the moment conditions leave only the constant term
  refine Finset.sum_congr rfl fun p hp => ?_
  have hp' := (filter_monomial hφ hc S w p).trans (hw p (Finset.mem_range.1 hp))
  rw [zero_pow_eq, ← hp', Finset.mul_sum]
  exact Finset.sum_congr rfl fun k _ => by ring
```

Conversely, suppose that the filter is exact at the origin alone for every polynomial of degree below $m$. Choosing $P(y)=y^p$ with $p<m$ gives
$$\sum_{q=0}^p\binom pq M_q\,u_{p-q}=0^p=\delta_{p0},$$
which is the $p$-th matching condition. Together with the preceding theorem, exactness at the origin therefore implies exactness at every grid point.

```lean
/-- If the filter returns the value at the origin of every polynomial of degree below `m`,
then the moment conditions of order `m` hold. -/
theorem momentMatched_of_exact_at_origin {φ : ℝ → ℝ} (hφ : Continuous φ)
    (hc : HasCompactSupport φ) {S : Finset ℤ} {w : ℤ → ℝ} {m : ℕ}
    (h : ∀ P : ℝ[X], P.degree < m →
      ∑ k ∈ S, w k * scalingCoeff φ (fun y => P.eval y) k = P.eval 0) :
    MomentMatched φ S w m := by
  intro p hp
  have h1 := h (X ^ p) (by rw [degree_X_pow]; exact_mod_cast hp)
  simp only [eval_pow, eval_X] at h1
  rw [← filter_monomial hφ hc, h1, zero_pow_eq]
```

## When a filter exists on given grid points

If $M_0\neq0$, the conditions determine the discrete moments one after another. Once $u_0,\dots,u_{m-1}$ are known, the condition with $p=m$ reads
$$M_0u_m=\delta_{m0}-\sum_{q=1}^{m}\binom mq M_q\,u_{m-q},$$
and can be solved for $u_m$. The induction in Lean does this: `c` is the new moment, and the earlier conditions are undisturbed because they involve only moments of index below $m$. The sum appears there with $q+1$ in place of $q$.

```lean
/-- If `M 0` is nonzero, the moment conditions can be solved for the discrete moments. -/
theorem exists_discrete_moments (M : ℕ → ℝ) (hM : M 0 ≠ 0) (m : ℕ) :
    ∃ u : ℕ → ℝ, ∀ p < m, ∑ q ∈ Finset.range (p + 1),
      (p.choose q : ℝ) * M q * u (p - q) = if p = 0 then 1 else 0 := by
  induction m with
  | zero => exact ⟨0, fun p hp => absurd hp (Nat.not_lt_zero p)⟩
  | succ m ih =>
    obtain ⟨u, hu⟩ := ih
    have aux : ∀ a d : ℝ, ∃ c, a + M 0 * c = d := fun a d =>
      ⟨(M 0)⁻¹ * (d - a), by rw [mul_inv_cancel_left₀ hM]; ring⟩
    -- the new moment `c` is fixed by the condition with `p = m`
    obtain ⟨c, hc⟩ := aux (∑ q ∈ Finset.range m,
      (m.choose (q + 1) : ℝ) * M (q + 1) * u (m - (q + 1))) (if m = 0 then 1 else 0)
    refine ⟨fun n => if n = m then c else u n, fun p hp => ?_⟩
    obtain h | h : p < m ∨ p = m := by omega
    · refine Eq.trans (Finset.sum_congr rfl fun q _ => ?_) (hu p h)
      have hne : p - q ≠ m := by omega
      simp only [if_neg hne]
    · rw [h, Finset.sum_range_succ']
      refine Eq.trans (congrArg₂ (· + ·) (Finset.sum_congr rfl fun q hq => ?_) ?_) hc
      · have hne : m - (q + 1) ≠ m := by
          have := Finset.mem_range.1 hq
          omega
        simp only [if_neg hne]
      · simp
```

It remains to find weights with these moments. Let $S$ have $N$ points, and let $L_k(y)=\sum_{p<N}b_{k,p}\,y^p$ be the Lagrange polynomials on $S$, equal to 1 at $k$ and 0 at the other points. For $r<N$, interpolation reproduces $y^r=\sum_{k\in S}k^rL_k(y)$. Comparing coefficients of $y^p$ gives $\sum_{k\in S}k^r\,b_{k,p}=\delta_{pr}$. Hence the weights $w_k=\sum_{p<N}b_{k,p}\,u_p$ satisfy
$$\sum_{k\in S}w_k k^r=\sum_{p<N}\delta_{pr}\,u_p=u_r .$$
In the proof `hX` is the interpolation identity, `hco` the comparison of coefficients, and the `calc` block the final sum.

```lean
/-- On any finite set of grid points, as many leading discrete moments as there are points
can be prescribed freely. -/
theorem exists_filter_with_moments (S : Finset ℤ) (u : ℕ → ℝ) :
    ∃ w : ℤ → ℝ, ∀ r < S.card, filterMoment S w r = u r := by
  let b : ℤ → ℝ[X] := Lagrange.basis S (fun n : ℤ => (n : ℝ))
  refine ⟨fun k => ∑ p ∈ Finset.range S.card, (b k).coeff p * u p, fun r hr => ?_⟩
  -- Lagrange interpolation reproduces the monomial of degree `r`
  have hX : (X ^ r : ℝ[X]) = ∑ k ∈ S, C ((k : ℝ) ^ r) * b k := by
    have h := Lagrange.eq_interpolate (s := S) (v := fun n : ℤ => (n : ℝ))
      (f := (X ^ r : ℝ[X])) (fun x _ y _ hxy => Int.cast_injective hxy)
      (by rw [degree_X_pow]; exact_mod_cast hr)
    rw [Lagrange.interpolate_apply] at h
    simpa only [eval_pow, eval_X] using h
  have hco : ∀ p, ∑ k ∈ S, (k : ℝ) ^ r * (b k).coeff p = if p = r then 1 else 0 := by
    intro p
    have h := congrArg (fun f : ℝ[X] => f.coeff p) hX
    simp only [coeff_X_pow, finsetSum_coeff, coeff_C_mul] at h
    exact h.symm
  calc filterMoment S (fun k => ∑ p ∈ Finset.range S.card, (b k).coeff p * u p) r
      = ∑ p ∈ Finset.range S.card, (∑ k ∈ S, (k : ℝ) ^ r * (b k).coeff p) * u p := by
        simp_rw [filterMoment, Finset.sum_mul]
        rw [Finset.sum_comm]
        exact Finset.sum_congr rfl fun p _ => Finset.sum_congr rfl fun k _ => by ring
    _ = u r := by
        simp_rw [hco]
        simp [hr]
```

Both steps together give a filter of order $N$ on any $N\ge1$ grid points if $M_0\ne0$. If $M_0=0$, the condition with $p=0$ would read $0=1$, so no such filter exists. The equivalence is algebra in the numbers $M_q$, so Lean states it for every $\varphi$, with the value 0 for a moment whose integrand is not integrable. The recovery theorem, which turns such a filter into point values, assumes continuity and compact support.

```lean
/-- On a nonempty set of grid points, a filter whose order equals the number of points
exists exactly when the scaling function has nonzero integral. -/
theorem exists_filter_iff (φ : ℝ → ℝ) {S : Finset ℤ} (hS : S.Nonempty) :
    (∃ w, MomentMatched φ S w S.card) ↔ moment φ 0 ≠ 0 := by
  constructor
  · rintro ⟨w, hw⟩ h0
    have h := hw 0 hS.card_pos
    simp [h0] at h
  · intro hM
    obtain ⟨u, hu⟩ := exists_discrete_moments (moment φ) hM S.card
    obtain ⟨w, hw⟩ := exists_filter_with_moments S u
    refine ⟨w, fun p hp => Eq.trans (Finset.sum_congr rfl fun q _ => ?_) (hu p hp)⟩
    rw [hw (p - q) (by omega)]
```

## Three weights that are exact for cubics

The hat function of the opening example is defined as follows.

```lean
/-- The hat function, the piecewise linear scaling function on `[-1, 1]`. -/
def hat (x : ℝ) : ℝ := max 0 (1 - |x|)
```

Its filter has the taps $-1,0,1$. The Lean function assigns $-1/12$ to every nonzero integer, and the choice of `S` selects the two that count.

```lean
/-- The weights `-1/12, 7/6, -1/12` on the taps `-1, 0, 1`. -/
def hatFilter (k : ℤ) : ℝ := if k = 0 then 7 / 6 else -1 / 12
```

The moments follow from the two linear pieces:
$$M_q=\int_{-1}^0x^q(1+x)\,dx+\int_0^1x^q(1-x)\,dx=\frac{(-1)^q+1}{(q+1)(q+2)},$$
because the second integral is $\frac1{q+1}-\frac1{q+2}$ and the first is $(-1)^q$ times the same number. In Lean `hl` and `hr` replace `hat` by its linear pieces, and the integrals of powers do the rest.

```lean
/-- Closed formula for all moments of the hat function. -/
theorem moment_hat (q : ℕ) :
    moment hat q = (1 + (-1) ^ q) / (((q : ℝ) + 1) * ((q : ℝ) + 2)) := by
  have hcont : Continuous (fun x : ℝ => x ^ q * hat x) := by
    unfold hat
    fun_prop
  have hsupp : Function.support (fun x : ℝ => x ^ q * hat x) ⊆ Set.Ioc (-1) 1 := by
    intro x hx
    by_contra h
    have h1 : 1 ≤ |x| := by
      by_contra h'
      have h2 := abs_lt.1 (not_le.1 h')
      exact h ⟨h2.1, h2.2.le⟩
    apply hx
    show x ^ q * max 0 (1 - |x|) = 0
    rw [max_eq_left (by linarith), mul_zero]
  -- the two linear pieces
  have hl : ∫ x in (-1 : ℝ)..0, x ^ q * hat x = ∫ x in (-1 : ℝ)..0, (x ^ q + x ^ (q + 1)) := by
    refine intervalIntegral.integral_congr fun x hx => ?_
    rw [Set.uIcc_of_le (by norm_num)] at hx
    show x ^ q * max 0 (1 - |x|) = x ^ q + x ^ (q + 1)
    rw [abs_of_nonpos hx.2, max_eq_right (by linarith [hx.1])]
    ring
  have hr : ∫ x in (0 : ℝ)..1, x ^ q * hat x = ∫ x in (0 : ℝ)..1, (x ^ q - x ^ (q + 1)) := by
    refine intervalIntegral.integral_congr fun x hx => ?_
    rw [Set.uIcc_of_le (by norm_num)] at hx
    show x ^ q * max 0 (1 - |x|) = x ^ q - x ^ (q + 1)
    rw [abs_of_nonneg hx.1, max_eq_right (by linarith [hx.2])]
    ring
  have hp : ∀ (n : ℕ) (a b : ℝ), IntervalIntegrable (fun x : ℝ => x ^ n) volume a b :=
    fun n a b => (continuous_pow n).intervalIntegrable a b
  unfold moment
  rw [← intervalIntegral.integral_eq_integral_of_support_subset hsupp,
    ← intervalIntegral.integral_add_adjacent_intervals (b := 0)
      (hcont.intervalIntegrable _ _) (hcont.intervalIntegrable _ _), hl, hr,
    intervalIntegral.integral_add (hp _ _ _) (hp _ _ _),
    intervalIntegral.integral_sub (hp _ _ _) (hp _ _ _)]
  simp only [integral_pow]
  simp only [one_pow, pow_succ, mul_zero]
  push_cast
  have h1 : (q : ℝ) + 1 ≠ 0 := by positivity
  have h2 : (q : ℝ) + 2 ≠ 0 := by positivity
  have h3 : (q : ℝ) + 1 + 1 = q + 2 := by ring
  rw [h3]
  field_simp
  ring
```

Thus $M_0=1$, $M_2=\tfrac16$ and $M_1=M_3=0$, while the filter has $u_0=1$, $u_2=-\tfrac16$ and $u_1=u_3=0$. The conditions for $p=1$ and $p=3$ hold by symmetry, and the other two are
$$M_0u_0=1,\qquad M_0u_2+2M_1u_1+M_2u_0=-\tfrac16+\tfrac16=0 .$$
Three taps therefore reach order four, one more than the general construction guarantees, and the recovery theorem applies to every polynomial of degree at most three. For $y^4$ the same arithmetic, which the file does not contain, gives $-\tfrac4{15}$ at the origin instead of 0.

The last theorem also records that `hat` is continuous and compactly supported, so all hypotheses of the recovery theorem are met. Its proof computes the discrete moments in `hu` and checks the four values of $p$ in turn.

```lean
/-- The hat function is continuous with compact support, and together with the weights
`-1/12, 7/6, -1/12` it satisfies the moment conditions of order four. -/
theorem hat_witness : Continuous hat ∧ HasCompactSupport hat ∧
    MomentMatched hat {-1, 0, 1} hatFilter 4 := by
  refine ⟨by unfold hat; fun_prop, ?_, ?_⟩
  · refine HasCompactSupport.intro (isCompact_Icc (a := (-1 : ℝ)) (b := 1)) fun x hx => ?_
    have h1 : 1 ≤ |x| := by
      by_contra h'
      have h2 := abs_lt.1 (not_le.1 h')
      exact hx ⟨h2.1.le, h2.2.le⟩
    exact max_eq_left (by linarith)
  · have hu : ∀ r, filterMoment {-1, 0, 1} hatFilter r =
        -1 / 12 * (-1) ^ r + 7 / 6 * 0 ^ r - 1 / 12 := by
      intro r
      rw [filterMoment, Finset.sum_insert (by decide), Finset.sum_insert (by decide),
        Finset.sum_singleton]
      simp [hatFilter]
      ring
    intro p hp
    interval_cases p <;> norm_num [Finset.sum_range_succ, moment_hat, hu, Nat.choose]

end

end WaveletPointValues
```

```lean
#print axioms WaveletPointValues.scalingCoeff_eq_overlap
-- 'WaveletPointValues.scalingCoeff_eq_overlap' depends on axioms: [propext, Classical.choice, Quot.sound]
#print axioms WaveletPointValues.filter_recovers_point_values
-- 'WaveletPointValues.filter_recovers_point_values' depends on axioms: [propext, Classical.choice, Quot.sound]
#print axioms WaveletPointValues.momentMatched_of_exact_at_origin
-- 'WaveletPointValues.momentMatched_of_exact_at_origin' depends on axioms: [propext, Classical.choice, Quot.sound]
#print axioms WaveletPointValues.exists_filter_iff
-- 'WaveletPointValues.exists_filter_iff' depends on axioms: [propext, Classical.choice, Quot.sound]
```
